# In Rayleigh–Schrödinger theory, the leading amplitude $n$ steps up a chain is a product of couplings over energy denominators

Let a weak perturbation climb a chain of levels at most one step at a time, and let the level at the start of the chain be non-degenerate. To lowest order, the amplitude that the perturbed state acquires $n$ steps up is the product of the $n$ couplings along the way, each divided by the energy of the starting level minus that of the level reached. The parts below prove this for a finite chain, as a statement about the coefficients of the perturbation series.

## The chain and its series

The levels are $0,\dots,N$ (`Fin (N + 1)`), with basis states $e_j$. The Hamiltonian is $\mathrm{diag}(d_0,\dots,d_N)+tV$, where $t$ is a formal expansion parameter.

```lean
import Mathlib

open Matrix

namespace ChainPerturbation

noncomputable section
```

Write $E_n$ for the energy coefficients and $\psi_n(j)$ for the component of the $n$-th state correction on level $j$. `IsRSSeries` records $\psi_0=e_0$, $E_0=d_0$, the intermediate normalisation $\psi_{n+1}(0)=0$, and the equation of every order,
$$H_0\psi_{n+1}+V\psi_n=\sum_{i=0}^{n+1}E_i\,\psi_{n+1-i},\qquad H_0=\mathrm{diag}(d).$$
The series is a hypothesis, and its convergence is not addressed. The entries of $d$ and $V$ are complex, and $V$ need not be Hermitian.

```lean
/-- An intermediate-normalised Rayleigh-Schrödinger series for `diag(d) + t V`, starting from
level `0`: energies `E n` and state corrections `ψ n` that solve the equation of every order. -/
structure IsRSSeries {N : ℕ} (d : Fin (N + 1) → ℂ) (V : Matrix (Fin (N + 1)) (Fin (N + 1)) ℂ)
    (E : ℕ → ℂ) (ψ : ℕ → Fin (N + 1) → ℂ) : Prop where
  state_zero : ψ 0 = Pi.single 0 1
  energy_zero : E 0 = d 0
  normalised : ∀ n, ψ (n + 1) 0 = 0
  order : ∀ n, diagonal d *ᵥ ψ (n + 1) + V *ᵥ ψ n =
    ∑ i ∈ Finset.range (n + 1 + 1), E i • ψ (n + 1 - i)
```

`ClimbsByOne` says that $V_{jk}=0$ whenever $j>k+1$. Every tridiagonal $V$ qualifies, and downward couplings are free.

```lean
/-- The perturbation raises the level by at most one step; downward couplings are arbitrary. -/
def ClimbsByOne {N : ℕ} (V : Matrix (Fin (N + 1)) (Fin (N + 1)) ℂ) : Prop :=
  ∀ j k : Fin (N + 1), k.val + 1 < j.val → V j k = 0
```

The claimed amplitude is
$$A_n=\prod_{k=0}^{n-1}\frac{V_{k+1,k}}{d_0-d_{k+1}},\qquad A_0=1.$$

```lean
/-- The product of coupling over energy denominator along the first `n` links of the chain. -/
def chainAmplitude {N : ℕ} (d : Fin (N + 1) → ℂ) (V : Matrix (Fin (N + 1)) (Fin (N + 1)) ℂ)
    (n : ℕ) (hn : n ≤ N) : ℂ :=
  ∏ k : Fin n, V ⟨k.val + 1, by have := k.isLt; omega⟩ ⟨k.val, by have := k.isLt; omega⟩ /
    (d 0 - d ⟨k.val + 1, by have := k.isLt; omega⟩)
```

## (a) Adding a link

**Task.** Relate $A_{n+1}$ to $A_n$ for $n+1\le N$.

**Solution.** Split off the factor $k=n$:
$$A_{n+1}=A_n\,\frac{V_{n+1,n}}{d_0-d_{n+1}}.$$
`Fin.prod_univ_castSucc` does the splitting.

```lean
variable {N : ℕ} {d : Fin (N + 1) → ℂ} {V : Matrix (Fin (N + 1)) (Fin (N + 1)) ℂ}
  {E : ℕ → ℂ} {ψ : ℕ → Fin (N + 1) → ℂ}

/-- One more link multiplies the chain amplitude by its coupling over its energy denominator. -/
theorem chainAmplitude_succ (d : Fin (N + 1) → ℂ) (V : Matrix (Fin (N + 1)) (Fin (N + 1)) ℂ)
    (n : ℕ) (hn : n + 1 ≤ N) :
    chainAmplitude d V (n + 1) hn = chainAmplitude d V n (by omega) *
      (V ⟨n + 1, by omega⟩ ⟨n, by omega⟩ / (d 0 - d ⟨n + 1, by omega⟩)) := by
  unfold chainAmplitude
  rw [Fin.prod_univ_castSucc]
  rfl
```

## (b) Projecting on one level

**Task.** Write the equation of order $n+1$ on level $j$.

**Solution.** Take the $j$-th component, move the term $i=0$, which is $d_0\psi_{n+1}(j)$, to the left, and shift the remaining index:
$$(d_0-d_j)\psi_{n+1}(j)=\sum_kV_{jk}\psi_n(k)-\sum_{i=0}^{n}E_{i+1}\psi_{n-i}(j).$$
In Lean, `Finset.sum_range_succ'` separates that term and `linear_combination` rearranges.

```lean
/-- The equation of order `n + 1`, projected on level `j`. -/
theorem IsRSSeries.component (h : IsRSSeries d V E ψ) (n : ℕ) (j : Fin (N + 1)) :
    (d 0 - d j) * ψ (n + 1) j = ∑ k, V j k * ψ n k -
      ∑ i ∈ Finset.range (n + 1), E (i + 1) * ψ (n - i) j := by
  have e := congrFun (h.order n) j
  have hs : (V *ᵥ ψ n) j = ∑ k, V j k * ψ n k := rfl
  rw [Finset.sum_range_succ'] at e
  simp only [Nat.add_sub_add_right, Nat.sub_zero, Pi.add_apply, Matrix.mulVec_diagonal, Finset.sum_apply, Pi.smul_apply,
    smul_eq_mul, h.energy_zero, hs] at e
  linear_combination (-1 : ℂ) * e
```

## (c) The energy corrections

**Task.** Find $E_{n+1}$.

**Solution.** Set $j=0$ in (b). The left side vanishes. Since $\psi_{n-i}(0)=0$ for $i<n$ and $\psi_0(0)=1$, only $E_{n+1}$ survives in the last sum, so $E_{n+1}=\sum_kV_{0k}\psi_n(k)$.

```lean
/-- Each energy correction is the component on level `0` of `V` applied to the preceding
state correction. -/
theorem IsRSSeries.energy_succ (h : IsRSSeries d V E ψ) (n : ℕ) :
    E (n + 1) = ∑ k, V 0 k * ψ n k := by
  have e := h.component n 0
  -- intermediate normalisation leaves a single energy term
  have s : ∑ i ∈ Finset.range (n + 1), E (i + 1) * ψ (n - i) 0 = E (n + 1) := by
    have hz : ∑ i ∈ Finset.range n, E (i + 1) * ψ (n - i) 0 = 0 :=
      Finset.sum_eq_zero fun i hi => by
        have hi' := Finset.mem_range.mp hi
        obtain ⟨m, hm⟩ : ∃ m, n - i = m + 1 := ⟨n - i - 1, by omega⟩
        rw [hm, h.normalised, mul_zero]
    rw [Finset.sum_range_succ, hz, Nat.sub_self, h.state_zero]
    simp
  rw [s, sub_self, zero_mul] at e
  linear_combination e
```

## (d) Nothing above level $n$

**Task.** Let $d_k\ne d_0$ for $k\ne0$, so that the starting level is non-degenerate, and let $V$ climb by at most one. Show that $\psi_n(j)=0$ for $j>n$.

**Solution.** Use strong induction on $n$. The case $n=0$ is $\psi_0=e_0$. For $n=m+1$ and $j>m+1$, apply (b) at order $m+1$. In the coupling sum, $\psi_m(k)=0$ if $k>m$, and $V_{jk}=0$ if $k\le m$ (`s1`). The energy terms contain only lower orders, which vanish on level $j$ (`s2`). Hence $(d_0-d_j)\psi_{m+1}(j)=0$, and the first factor is nonzero.

```lean
/-- If level `0` is non-degenerate and `V` climbs by at most one level, the correction of order `n`
has no component above level `n`. -/
theorem IsRSSeries.eq_zero_above (h : IsRSSeries d V E ψ) (hd : ∀ k, k ≠ 0 → d k ≠ d 0)
    (hV : ClimbsByOne V) (n : ℕ) : ∀ j : Fin (N + 1), n < j.val → ψ n j = 0 := by
  induction n using Nat.strong_induction_on with
  | _ n ih =>
    intro j hj
    have hj0 : j ≠ 0 := by
      rintro rfl
      simp at hj
    cases n with
    | zero =>
      rw [h.state_zero]
      exact Pi.single_eq_of_ne hj0 1
    | succ m =>
      have e := h.component m j
      -- level `j` is out of reach of everything populated at order `m`
      have s1 : ∑ k, V j k * ψ m k = 0 := Finset.sum_eq_zero fun k _ => by
        rcases Nat.lt_or_ge m k.val with hk | hk
        · rw [ih m (by omega) k hk, mul_zero]
        · rw [hV j k (by omega), zero_mul]
      have s2 : ∑ i ∈ Finset.range (m + 1), E (i + 1) * ψ (m - i) j = 0 :=
        Finset.sum_eq_zero fun i _ => by
          rw [ih (m - i) (by omega) j (by omega), mul_zero]
      rw [s1, s2, sub_zero] at e
      exact (mul_eq_zero.mp e).resolve_left (sub_ne_zero.mpr (hd j hj0).symm)
```

## (e) The leading amplitude

**Task.** Under the same hypotheses, show that $\psi_n(n)=A_n$ for all $n\le N$.

**Solution.** For $n=0$ both sides are $1$. For the step, put $j=m+1$ in (b). By (d), levels $k>m$ are empty at order $m$; for $k<m$ the climbing condition gives $V_{m+1,k}=0$. Only $k=m$ remains, and the energy terms vanish by (d):
$$(d_0-d_{m+1})\psi_{m+1}(m+1)=V_{m+1,m}\,\psi_m(m).$$
Divide and use (a).

```lean
/-- Leading amplitude along a chain, for a non-degenerate level `0` and a `V` that climbs by at most
one level: the component of the `n`-th correction on level `n` is the product of coupling over
energy denominator along the links from level `0` to level `n`. -/
theorem leading_amplitude (h : IsRSSeries d V E ψ) (hd : ∀ k, k ≠ 0 → d k ≠ d 0)
    (hV : ClimbsByOne V) (n : ℕ) (hn : n ≤ N) :
    ψ n ⟨n, by omega⟩ = chainAmplitude d V n hn := by
  induction n with
  | zero => simp [chainAmplitude, h.state_zero]
  | succ m ih =>
    have e := h.component m ⟨m + 1, by omega⟩
    -- only the link from level `m` feeds level `m + 1`
    have s1 : ∑ k, V ⟨m + 1, by omega⟩ k * ψ m k =
        V ⟨m + 1, by omega⟩ ⟨m, by omega⟩ * ψ m ⟨m, by omega⟩ := by
      refine Finset.sum_eq_single _ (fun k _ hk => ?_) (fun hk => absurd (Finset.mem_univ _) hk)
      have hk' : k.val ≠ m := fun hc => hk (Fin.ext hc)
      rcases Nat.lt_or_ge m k.val with hlt | hge
      · rw [h.eq_zero_above hd hV m k hlt, mul_zero]
      · rw [hV _ k (by show k.val + 1 < m + 1; omega), zero_mul]
    -- the energy terms involve lower orders, which vanish on level `m + 1`
    have s2 : ∑ i ∈ Finset.range (m + 1), E (i + 1) * ψ (m - i) ⟨m + 1, by omega⟩ = 0 :=
      Finset.sum_eq_zero fun i _ => by
        rw [h.eq_zero_above hd hV (m - i) _ (by show m - i < m + 1; omega), mul_zero]
    have hne : d 0 - d ⟨m + 1, by omega⟩ ≠ 0 :=
      sub_ne_zero.mpr (hd _ (fun hc => by simpa using congrArg Fin.val hc)).symm
    rw [s1, s2, sub_zero] at e
    rw [chainAmplitude_succ, ← ih (by omega), ← mul_div_assoc, eq_div_iff hne]
    linear_combination e
```

The same argument by hand covers a $V$ that climbs by at most $r\ge1$ levels: for $rn\le N$,
$$\psi_n(rn)=\prod_{k=0}^{n-1}\frac{V_{r(k+1),rk}}{d_0-d_{r(k+1)}}.$$

Without the climbing condition the product formula can fail. Take $d=(0,1,1)$ and $V_{02}=V_{20}=V_{22}=1$, with all other entries zero. Then $E_1=0$, $\psi_1(2)=-1$ and $\psi_2(2)=1$, whereas $A_2=0$.

## (f) Energy around a loop

**Task.** Suppose also that $V_{0k}=0$ for $k\ne N$. Find $E_1,\dots,E_{N+1}$.

**Solution.** By (c), $E_{n+1}=V_{0N}\psi_n(N)$. This is zero for $n<N$ by (d), and (e) gives $E_{N+1}=V_{0N}A_N$. For $N\ge2$ a nonzero value requires a non-Hermitian $V$, because $V_{N0}=0$.

```lean
/-- Let level `0` be non-degenerate and let `V` climb by at most one level. If `V` reaches level `0`
only from the top level `N`, the energy corrections of orders `1` to `N` vanish and that of order `N
+ 1` is the closing coupling times the chain amplitude. -/
theorem loop_energy (h : IsRSSeries d V E ψ) (hd : ∀ k, k ≠ 0 → d k ≠ d 0)
    (hV : ClimbsByOne V) (h0 : ∀ k, k ≠ Fin.last N → V 0 k = 0) :
    (∀ n, n < N → E (n + 1) = 0) ∧
      E (N + 1) = V 0 (Fin.last N) * chainAmplitude d V N le_rfl := by
  have key : ∀ n, E (n + 1) = V 0 (Fin.last N) * ψ n (Fin.last N) := fun n => by
    rw [h.energy_succ n]
    exact Finset.sum_eq_single _ (fun k _ hk => by rw [h0 k hk, zero_mul])
      (fun hk => absurd (Finset.mem_univ _) hk)
  refine ⟨fun n hn => ?_, ?_⟩
  · rw [key, h.eq_zero_above hd hV n (Fin.last N) hn, mul_zero]
  · rw [key, ← leading_amplitude h hd hV N le_rfl]
    rfl
```

## (g) A linearly coupled oscillator

**Task.** Evaluate $\psi_n(n)$ for levels $\omega k$, with real $\omega\ne0$, and $V=g a^\dagger+g^*a$, truncated to levels $0,\dots,N$. Here $a^\dagger$ and $a$ raise and lower the level.

```lean
/-- Equally spaced levels `0, ω, 2ω, ..., Nω`. -/
def ladder (N : ℕ) (ω : ℝ) : Fin (N + 1) → ℂ := fun k => (ω : ℂ) * (k.val : ℂ)

/-- The linear coupling `g a† + g* a` of an oscillator, truncated to levels `0` to `N`. -/
def linearCoupling (N : ℕ) (g : ℂ) : Matrix (Fin (N + 1)) (Fin (N + 1)) ℂ := fun j k =>
  if j.val = k.val + 1 then g * (Real.sqrt (j.val : ℝ) : ℂ)
  else if k.val = j.val + 1 then star g * (Real.sqrt (k.val : ℝ) : ℂ) else 0
```

**Solution.** The link from $k$ to $k+1$ has coupling $g\sqrt{k+1}$ and denominator $-\omega(k+1)$, so it contributes $-g/(\omega\sqrt{k+1})$. The product is
$$\psi_n(n)=\frac{(-g/\omega)^n}{\sqrt{n!}}.$$
Lean checks the hypotheses of (e), then multiplies the links by induction; `hstep` cancels one square root. Scaling the state to unit length changes it only by a factor $1+O(t^2)$, so the coefficient of $t^n$ on level $n$ stays the same.

```lean
/-- For a truncated oscillator with linear coupling, the component of the `n`-th correction on
level `n` is `(-g/ω)^n / √(n!)`. -/
theorem oscillator_amplitude {ω : ℝ} (hω : ω ≠ 0) {g : ℂ}
    (h : IsRSSeries (ladder N ω) (linearCoupling N g) E ψ) (n : ℕ) (hn : n ≤ N) :
    ψ n ⟨n, by omega⟩ = (-g / ω) ^ n / (Real.sqrt (n.factorial : ℝ) : ℂ) := by
  have hωc : (ω : ℂ) ≠ 0 := Complex.ofReal_ne_zero.mpr hω
  have hd : ∀ k, k ≠ 0 → ladder N ω k ≠ ladder N ω 0 := by
    intro k hk hc
    have hk' : k.val ≠ 0 := fun h0 => hk (Fin.ext h0)
    have hc' : (ω : ℂ) * (k.val : ℂ) = 0 := by
      rw [show (ω : ℂ) * (k.val : ℂ) = ladder N ω 0 from hc]
      simp [ladder]
    exact hk' (Nat.cast_eq_zero.mp ((mul_eq_zero.mp hc').resolve_left hωc))
  have hV : ClimbsByOne (linearCoupling N g) := by
    intro j k hjk
    unfold linearCoupling
    rw [if_neg (by omega), if_neg (by omega)]
  rw [leading_amplitude h hd hV n hn]
  induction n with
  | zero => simp [chainAmplitude]
  | succ n ih =>
    rw [chainAmplitude_succ, ih (by omega)]
    have hv : linearCoupling N g ⟨n + 1, by omega⟩ ⟨n, by omega⟩ =
        g * (Real.sqrt ((n + 1 : ℕ) : ℝ) : ℂ) := if_pos rfl
    have hf : (Real.sqrt ((n + 1).factorial : ℝ) : ℂ) =
        (Real.sqrt ((n + 1 : ℕ) : ℝ) : ℂ) * (Real.sqrt (n.factorial : ℝ) : ℂ) := by
      rw [Nat.factorial_succ, Nat.cast_mul, Real.sqrt_mul (Nat.cast_nonneg _),
        Complex.ofReal_mul]
    have hs : (Real.sqrt ((n + 1 : ℕ) : ℝ) : ℂ) * (Real.sqrt ((n + 1 : ℕ) : ℝ) : ℂ) =
        ((n + 1 : ℕ) : ℂ) := by
      rw [← Complex.ofReal_mul, Real.mul_self_sqrt (Nat.cast_nonneg _), Complex.ofReal_natCast]
    have hgap : ladder N ω 0 - ladder N ω ⟨n + 1, by omega⟩ =
        -((ω : ℂ) * ((n + 1 : ℕ) : ℂ)) := by
      simp [ladder]
    have hs0 : (Real.sqrt ((n + 1 : ℕ) : ℝ) : ℂ) ≠ 0 := by
      intro hc
      rw [hc, zero_mul] at hs
      exact Nat.cast_ne_zero.mpr (Nat.succ_ne_zero n) hs.symm
    rw [hv, hgap, hf, ← hs]
    generalize (Real.sqrt ((n + 1 : ℕ) : ℝ) : ℂ) = s at hs0 ⊢
    -- one square root cancels between coupling and energy denominator
    have hstep : g * s / (-((ω : ℂ) * (s * s))) = (-g / ω) / s := by
      field_simp
    rw [hstep, pow_succ]
    ring
```

## (h) An explicit series

**Task.** For every $N$, exhibit a series satisfying the hypotheses of (e).

**Solution.** Take $d_k=k$, $V_{k+1,k}=-(k+1)$ and all other entries of $V$ zero. Set $E_n=0$, with $\psi_n=e_n$ for $n\le N$ and $\psi_n=0$ afterwards. For $n<N$, $H_0\psi_{n+1}=(n+1)e_{n+1}$ cancels $V\psi_n=-(n+1)e_{n+1}$; for $n\ge N$ both terms vanish. The Lean proof works component by component: on level $j=n+1$ the two terms cancel, and on every other level both vanish. For $N\ge1$ this $V$ is not Hermitian, so the example shows that the hypotheses are consistent but does not model a closed physical system.

```lean
/-- An explicit series on a chain of any length: levels `0, 1, ..., N`, upward couplings
`V (k+1) k = -(k+1)`, vanishing energies, and `n`-th correction equal to the basis state `n`
(zero for `n > N`). -/
theorem leading_amplitude_witness (N : ℕ) :
    IsRSSeries (fun k : Fin (N + 1) => (k.val : ℂ))
      (fun j k => if j.val = k.val + 1 then -(j.val : ℂ) else 0)
      (fun _ => 0) (fun n j => if j.val = n then 1 else 0) ∧
    (∀ k : Fin (N + 1), k ≠ 0 → (k.val : ℂ) ≠ ((0 : Fin (N + 1)).val : ℂ)) ∧
    ClimbsByOne (N := N) (fun j k => if j.val = k.val + 1 then -(j.val : ℂ) else 0) := by
  refine ⟨⟨?_, by simp, fun n => by simp, fun n => ?_⟩, ?_, ?_⟩
  · funext j
    by_cases hj : j = 0
    · subst hj
      simp
    · have hj' : j.val ≠ 0 := fun h0 => hj (Fin.ext h0)
      rw [Pi.single_eq_of_ne hj]
      exact if_neg hj'
  · funext j
    simp only [zero_smul, Finset.sum_const_zero, Pi.add_apply, Matrix.mulVec_diagonal,
      Pi.zero_apply]
    change (j.val : ℂ) * (if j.val = n + 1 then 1 else 0) +
      ∑ k : Fin (N + 1), (if j.val = k.val + 1 then -(j.val : ℂ) else 0) *
        (if k.val = n then 1 else 0) = 0
    by_cases hj : j.val = n + 1
    · have hlt : n < N + 1 := by have := j.isLt; omega
      rw [Finset.sum_eq_single (⟨n, hlt⟩ : Fin (N + 1))]
      · simp [hj]
      · intro k _ hk
        have hk' : k.val ≠ n := fun hc => hk (Fin.ext hc)
        rw [if_neg hk', mul_zero]
      · intro hk
        exact absurd (Finset.mem_univ _) hk
    · rw [if_neg hj, mul_zero, zero_add]
      refine Finset.sum_eq_zero fun k _ => ?_
      by_cases hk : k.val = n
      · rw [if_neg (by omega), zero_mul]
      · rw [if_neg hk, mul_zero]
  · intro k hk hc
    exact hk (Fin.ext (Nat.cast_injective hc))
  · intro j k hjk
    exact if_neg (by omega)

end

end ChainPerturbation
```

```lean
#print axioms ChainPerturbation.leading_amplitude
#print axioms ChainPerturbation.loop_energy
#print axioms ChainPerturbation.oscillator_amplitude
```

```
'ChainPerturbation.leading_amplitude' depends on axioms: [propext, Classical.choice, Quot.sound]
'ChainPerturbation.loop_energy' depends on axioms: [propext, Classical.choice, Quot.sound]
'ChainPerturbation.oscillator_amplitude' depends on axioms: [propext, Classical.choice, Quot.sound]
```
